# N Grid Points Give Exact Coefficients up to K for All Products of p Factors with Cutoff K if and only if N > (p + 1)K

A wavefunction in a periodic one-dimensional cell is stored as plane-wave coefficients up to a cutoff $K$. To apply a potential, or a nonlinear term such as $|\psi|^2\psi$, a program can evaluate the factors on a grid, multiply them point by point and transform back. The product can contain plane waves beyond the cutoff, and the grid may mistake some of these for waves below it. How many grid points prevent this from spoiling the coefficients that are kept?

Measure position so that the cell has length $2\pi$, and call the integer $m$ in $e^{imx}$ the frequency; it is a spatial wave number. Take $p$ factors, numbered by a subscript $i=0,\dots,p-1$ (any other $i$ in a formula is the imaginary unit),
$$f_i(x)=\sum_{m=-K}^{K}c_i(m)\,e^{imx},\qquad F(x)=\prod_{i=0}^{p-1}f_i(x),$$
with arbitrary complex coefficients $c_i(m)$. For $N\ge 1$ grid points $x_j=2\pi j/N$, the grid coefficient and the exact coefficient of $F$ at frequency $k$ are
$$G_N(F;k)=\frac1N\sum_{j=0}^{N-1}F(x_j)e^{-ikx_j},\qquad E(F;k)=\frac1{2\pi}\int_0^{2\pi}F(x)e^{-ikx}\,dx.$$

The claim is that $G_N(F;k)=E(F;k)$ for all such products and all $|k|\le K$ if and only if $N>(p+1)K$. It is convenient to keep the coefficients up to a separate bound, $|k|\le L$. The criterion is then $N>pK+L$, and $L=K$ gives the claim.

For a potential times an orbital, both limited to $[-K,K]$ in this one-dimensional model, $p=2$ and the condition is $N>3K$. If the potential is kept up to $2K$ instead, the product reaches $3K$, and $N>4K$ is enough. For the cubic term $|\psi|^2\psi$ it is enough to have $N>4K$, since $\psi^*$ has the same cutoff as $\psi$.

## Counting the frequencies that the grid confuses

**One wave on the grid.** Let $F(x)=e^{imx}$ and $r=e^{2\pi i(m-k)/N}$. Then
$$G_N(F;k)=\frac1N\sum_{j=0}^{N-1}r^j.$$
If $N$ divides $m-k$, then $r=1$ and the result is $1$. Otherwise $r\ne1$ but $r^N=1$, so the sum is $(r^N-1)/(r-1)=0$. The grid therefore cannot distinguish frequencies that differ by a multiple of $N$.

**One wave under the integral.** For $m=k$ the integrand is $1$ and $E(F;k)=1$. For $m\ne k$,
$$E(F;k)=\frac1{2\pi}\left[\frac{e^{i(m-k)x}}{i(m-k)}\right]_0^{2\pi}=0.$$

**Enough points.** Multiplying out the product gives
$$F(x)=\sum_{m_0,\dots,m_{p-1}=-K}^{K}\Big(\prod_i c_i(m_i)\Big)e^{i\mu x},\qquad \mu=\sum_i m_i,$$
so that $|\mu|\le pK$. If $|k|\le L$ and $N>pK+L$, then $|\mu-k|\le pK+L<N$. The only multiple of $N$ smaller than $N$ in absolute value is zero, so $N$ divides $\mu-k$ only when $\mu=k$. Grid and integral agree on each wave, and by linearity they agree on $F$.

**Too few points.** Let $1\le N\le pK+L$ and put $n=\min(N,pK)$. Since $0\le n\le pK$, there are frequencies $m_i\in[0,K]$ with sum $n$: let each factor in turn take as much of the remainder as it can. The product of the waves $e^{im_ix}$ is $e^{inx}$. Look at it at $k=n-N$. If $n=N$, then $k=0$; if $n=pK<N$, then $-L\le k<0$. In both cases $|k|\le L$. As $n-k=N$, the grid coefficient is $1$, while the exact one is $0$ because $n\neq k$.

For example, with $p=2$, $K\ge1$ and $N=3K$, the square of $e^{iKx}$ has frequency $2K$ and appears on the grid at $-K$, just inside the band that is kept.

## Waves, polynomials and the two coefficients in Lean

```lean
import Mathlib

open scoped Real

namespace ProductAliasing

noncomputable section
```

The plane wave takes an integer frequency and a real position.

```lean
/-- The plane wave `exp (i m x)` with integer frequency `m`. -/
def wave (m : ℤ) (x : ℝ) : ℂ := Complex.exp (m * x * Complex.I)
```

A trigonometric polynomial is given by its cutoff `K` and a function `c` on all integers, of which only the values in $[-K,K]$ enter.

```lean
/-- The trigonometric polynomial with frequencies in `[-K, K]` and coefficients `c m`. -/
def trigPoly (K : ℕ) (c : ℤ → ℂ) (x : ℝ) : ℂ :=
  ∑ m ∈ Finset.Icc (-(K : ℤ)) K, c m * wave m x
```

The next two definitions are $G_N(F;k)$ and $E(F;k)$. They fix the conventions: the phase $e^{-ikx}$ is written `wave (-k)`, and the prefactors $1/N$ and $1/(2\pi)$ both belong to the transform from position to frequency.

```lean
/-- The Fourier coefficient of `F` at frequency `k`, computed from the `N ≥ 1` grid points
`2 π j / N`. -/
def gridCoeff (N : ℕ) (F : ℝ → ℂ) (k : ℤ) : ℂ :=
  (∑ j ∈ Finset.range N, F (2 * π * j / N) * wave (-k) (2 * π * j / N)) / N

/-- The exact Fourier coefficient at frequency `k` of a function `F` that is integrable
over the period `[0, 2 π]`. -/
def exactCoeff (F : ℝ → ℂ) (k : ℤ) : ℂ :=
  (∫ x in (0 : ℝ)..(2 * π), F x * wave (-k) x) / (2 * π)
```

## Single waves

Multiplying waves adds their frequencies. The proof turns the product of exponentials into the exponential of a sum.

```lean
/-- The product of plane waves is the plane wave of the summed frequency. -/
theorem wave_sum {p : ℕ} (m : Fin p → ℤ) (x : ℝ) :
    wave (∑ i, m i) x = ∏ i, wave (m i) x := by
  unfold wave
  rw [← Complex.exp_sum]
  congr 1
  push_cast
  rw [Finset.sum_mul, Finset.sum_mul]
```

The aliasing rule follows the geometric sum above. `hterm` writes each summand as a power of $r$, which is `wave (m - k) (2 * π / N)`. The two cases are then separated by divisibility. Most of the work lies in showing $r\neq1$ when $N$ does not divide $m-k$: if $r$ were $1$, its exponent would be an integer multiple of $2\pi i$, and cancelling $2\pi i$ would make $m-k$ a multiple of $N$.

```lean
/-- Aliasing: on a grid of `N ≥ 1` points the wave of frequency `m` is seen at frequency `k`
with weight one if `N` divides `m - k`, and with weight zero otherwise. -/
theorem gridCoeff_wave {N : ℕ} (hN : 0 < N) (m k : ℤ) :
    gridCoeff N (wave m) k = if (N : ℤ) ∣ m - k then 1 else 0 := by
  have hN' : (N : ℂ) ≠ 0 := Nat.cast_ne_zero.mpr hN.ne'
  -- the summands are the powers of a single phase factor
  have hterm : ∀ j : ℕ, wave m (2 * π * j / N) * wave (-k) (2 * π * j / N)
      = wave (m - k) (2 * π / N) ^ j := by
    intro j
    unfold wave
    rw [← Complex.exp_add, ← Complex.exp_nat_mul]
    congr 1
    push_cast
    ring
  unfold gridCoeff
  simp only [hterm]
  by_cases hd : (N : ℤ) ∣ m - k
  · have h1 : wave (m - k) (2 * π / N) = 1 := by
      obtain ⟨d, hd⟩ := hd
      refine Complex.exp_eq_one_iff.mpr ⟨d, ?_⟩
      rw [hd]
      push_cast
      field_simp
    rw [h1, if_pos hd]
    simp [hN']
  · have h1 : wave (m - k) (2 * π / N) ≠ 1 := by
      intro h
      obtain ⟨n, hn⟩ := Complex.exp_eq_one_iff.mp h
      apply hd
      refine ⟨n, ?_⟩
      have h2 : ((m - k : ℤ) : ℂ) = N * n := by
        apply mul_right_cancel₀ Complex.two_pi_I_ne_zero
        calc ((m - k : ℤ) : ℂ) * (2 * π * Complex.I)
            = (((m - k : ℤ) : ℂ) * ((2 * π / N : ℝ) : ℂ) * Complex.I) * N := by
              push_cast
              field_simp
          _ = N * n * (2 * π * Complex.I) := by rw [hn]; ring
      exact_mod_cast h2
    have h3 : wave (m - k) (2 * π / N) ^ N = 1 := by
      unfold wave
      rw [← Complex.exp_nat_mul]
      refine Complex.exp_eq_one_iff.mpr ⟨m - k, ?_⟩
      push_cast
      field_simp
    rw [geom_sum_eq h1, h3, if_neg hd]
    simp
```

For the exact coefficient, the integrand is first combined into one exponential. When $m\ne k$, `integral_exp_mul_complex` supplies the antiderivative, whose values at $0$ and $2\pi$ coincide.

```lean
/-- Orthogonality: the exact coefficient at `k` of the wave of frequency `m` is one if
`m = k` and zero otherwise. -/
theorem exactCoeff_wave (m k : ℤ) :
    exactCoeff (wave m) k = if m = k then 1 else 0 := by
  have hpi : (π : ℂ) ≠ 0 := Complex.ofReal_ne_zero.mpr Real.pi_ne_zero
  have h : ∀ x : ℝ, wave m x * wave (-k) x
      = Complex.exp (((m - k : ℤ) : ℂ) * Complex.I * x) := by
    intro x
    unfold wave
    rw [← Complex.exp_add]
    congr 1
    push_cast
    ring
  unfold exactCoeff
  simp only [h]
  by_cases hmk : m = k
  · subst hmk
    simp [hpi]
  · have hc : ((m - k : ℤ) : ℂ) * Complex.I ≠ 0 :=
      mul_ne_zero (Int.cast_ne_zero.mpr (sub_ne_zero.mpr hmk)) Complex.I_ne_zero
    have h1 : Complex.exp (((m - k : ℤ) : ℂ) * Complex.I * ((2 * π : ℝ) : ℂ)) = 1 :=
      Complex.exp_eq_one_iff.mpr ⟨m - k, by push_cast; ring⟩
    rw [integral_exp_mul_complex hc, if_neg hmk, h1]
    simp
```

## Sufficiency for any band-limited superposition

The following lemma concerns any finite sum of waves with frequencies `μ s` bounded by `M`; several terms may share a frequency. `hg` and `he` express the linearity of the two coefficients. The second exchanges an integral with a finite sum, which is allowed because each term is continuous. `hiff` is the step from $|\mu-k|<N$ to "divisible only if equal", after which the two single-wave results agree term by term.

```lean
/-- A finite superposition of waves with frequencies in `[-M, M]` has exact grid coefficients
at all `|k| ≤ L` when the grid has more than `M + L` points. -/
theorem superposition_exact {ι : Type*} (S : Finset ι) (a : ι → ℂ) (μ : ι → ℤ)
    {M L N : ℕ} (hμ : ∀ s ∈ S, |μ s| ≤ (M : ℤ)) (hN : M + L < N) {k : ℤ}
    (hk : |k| ≤ (L : ℤ)) :
    gridCoeff N (fun x => ∑ s ∈ S, a s * wave (μ s) x) k
      = exactCoeff (fun x => ∑ s ∈ S, a s * wave (μ s) x) k := by
  -- both coefficients are linear in the superposition
  have hg : gridCoeff N (fun x => ∑ s ∈ S, a s * wave (μ s) x) k
      = ∑ s ∈ S, a s * gridCoeff N (wave (μ s)) k := by
    simp only [gridCoeff, Finset.sum_mul]
    rw [Finset.sum_comm, Finset.sum_div]
    refine Finset.sum_congr rfl fun s _ => ?_
    simp only [mul_assoc]
    rw [← Finset.mul_sum, mul_div_assoc]
  have he : exactCoeff (fun x => ∑ s ∈ S, a s * wave (μ s) x) k
      = ∑ s ∈ S, a s * exactCoeff (wave (μ s)) k := by
    simp only [exactCoeff, Finset.sum_mul]
    rw [intervalIntegral.integral_finsetSum (fun s _ =>
      Continuous.intervalIntegrable (by unfold wave; fun_prop) _ _), Finset.sum_div]
    refine Finset.sum_congr rfl fun s _ => ?_
    simp only [mul_assoc]
    rw [intervalIntegral.integral_const_mul, mul_div_assoc]
  rw [hg, he]
  refine Finset.sum_congr rfl fun s hs => ?_
  -- frequencies closer than `N` are aliased only if they coincide
  have hiff : (N : ℤ) ∣ μ s - k ↔ μ s = k := by
    constructor
    · intro hd
      have h1 := abs_le.mp (hμ s hs)
      have h2 := abs_le.mp hk
      have h3 : |μ s - k| < (N : ℤ) := abs_lt.mpr ⟨by omega, by omega⟩
      exact sub_eq_zero.mp (Int.eq_zero_of_abs_lt_dvd hd h3)
    · intro h
      simp [h]
  rw [gridCoeff_wave (by omega), exactCoeff_wave]
  simp only [hiff]
```

To apply this to a product, it has to be multiplied out. The sum below runs over all choices `m` of one frequency per factor, as in the expansion by hand.

```lean
/-- A product of `p` trigonometric polynomials is a superposition of waves whose frequencies
are sums of one frequency from each factor. -/
theorem prod_trigPoly {p : ℕ} (K : ℕ) (c : Fin p → ℤ → ℂ) (x : ℝ) :
    ∏ i, trigPoly K (c i) x
      = ∑ m ∈ Fintype.piFinset (fun _ : Fin p => Finset.Icc (-(K : ℤ)) K),
          (∏ i, c i (m i)) * wave (∑ i, m i) x := by
  simp only [trigPoly]
  rw [Finset.prod_univ_sum]
  refine Finset.sum_congr rfl fun m _ => ?_
  rw [Finset.prod_mul_distrib, wave_sum]
```

## A product that defeats a smaller grid

The frequencies with prescribed sum are built by induction on the number of factors. The first factor takes `min n K`, and the induction hypothesis distributes the rest over the others.

```lean
/-- Every integer `n` with `0 ≤ n ≤ p K` is a sum of `p` frequencies in `[0, K]`. -/
theorem exists_frequencies (K p : ℕ) : ∀ n : ℕ, n ≤ p * K →
    ∃ m : Fin p → ℤ, (∀ i, 0 ≤ m i ∧ m i ≤ K) ∧ ∑ i, m i = n := by
  induction p with
  | zero =>
    intro n hn
    have h0 : n = 0 := by simpa using hn
    exact ⟨fun _ => 0, fun i => i.elim0, by simp [h0]⟩
  | succ p ih =>
    intro n hn
    rw [add_mul, one_mul] at hn
    -- the first factor takes as much of `n` as it can
    obtain ⟨a, ha, han, hr⟩ : ∃ a : ℕ, a ≤ K ∧ a ≤ n ∧ n - a ≤ p * K :=
      ⟨min n K, by omega, by omega, by omega⟩
    obtain ⟨m, hm, hs⟩ := ih (n - a) hr
    refine ⟨(Fin.cons (a : ℤ) m : Fin (p + 1) → ℤ), fun i => ?_, ?_⟩
    · refine Fin.cases ?_ (fun j => ?_) i
      · rw [Fin.cons_zero]
        omega
      · rw [Fin.cons_succ]
        exact hm j
    · rw [Fin.sum_univ_succ]
      simp only [Fin.cons_zero, Fin.cons_succ, hs]
      omega
```

The counterexample uses $n=\min(N,pK)$ and $k=n-N$. `hw` identifies the product with the single wave of frequency $n$, and the two single-wave theorems give its coefficients, one and zero.

```lean
/-- On a grid with `1 ≤ N ≤ p K + L` points some product of `p` plane waves with frequencies in
`[-K, K]` has, at some `|k| ≤ L`, grid coefficient one and exact coefficient zero. -/
theorem aliased_product {p K L N : ℕ} (hN : 0 < N) (h : N ≤ p * K + L) :
    ∃ (m : Fin p → ℤ) (k : ℤ), (∀ i, |m i| ≤ (K : ℤ)) ∧ |k| ≤ (L : ℤ) ∧
      gridCoeff N (fun x => ∏ i, wave (m i) x) k = 1 ∧
      exactCoeff (fun x => ∏ i, wave (m i) x) k = 0 := by
  obtain ⟨n, hn, hnN, hL⟩ : ∃ n : ℕ, n ≤ p * K ∧ n ≤ N ∧ N ≤ n + L :=
    ⟨min N (p * K), by omega, by omega, by omega⟩
  obtain ⟨m, hm, hs⟩ := exists_frequencies K p n hn
  have hw : (fun x => ∏ i, wave (m i) x) = wave (n : ℤ) := by
    funext x
    rw [← wave_sum, hs]
  -- the total frequency `n` is folded back to `n - N`
  refine ⟨m, (n : ℤ) - N, fun i => ?_, abs_le.mpr ⟨by omega, by omega⟩, ?_, ?_⟩
  · have := hm i
    exact abs_le.mpr ⟨by omega, by omega⟩
  · rw [hw, gridCoeff_wave hN, if_pos ⟨1, by ring⟩]
  · rw [hw, exactCoeff_wave, if_neg (by omega)]
```

## The criterion

In `band_exact_iff` the left side of the equivalence says: for every choice of coefficients `c i` in each factor, and every integer `k` with $|k|\le L$, the grid and exact coefficients of the product are equal. The right side is $pK+L<N$. The hypothesis `hN` requires at least one grid point; `p`, `K` and `L` may be zero, and the empty product is the constant $1$.

For the forward direction, suppose the grid is too small. The coefficients `if j = m i then 1 else 0` turn each polynomial into one plane wave, so the aliased product is among those assumed exact, and this would give $1=0$. For the reverse direction, the product is expanded and `superposition_exact` is applied with `M := p * K`; the triangle inequality bounds the summed frequencies.

```lean
/-- For `N ≥ 1`, the `N`-point grid coefficients with `|k| ≤ L` of all products of `p`
trigonometric polynomials with frequencies in `[-K, K]` are exact if and only if
`N > p K + L`. -/
theorem band_exact_iff (p K L : ℕ) {N : ℕ} (hN : 0 < N) :
    (∀ (c : Fin p → ℤ → ℂ) (k : ℤ), |k| ≤ (L : ℤ) →
      gridCoeff N (fun x => ∏ i, trigPoly K (c i) x) k
        = exactCoeff (fun x => ∏ i, trigPoly K (c i) x) k) ↔ p * K + L < N := by
  constructor
  · intro h
    by_contra hlt
    obtain ⟨m, k, hm, hk, hg, he⟩ := aliased_product hN (not_lt.mp hlt)
    -- a single plane wave is a trigonometric polynomial
    have hw : (fun x => ∏ i, trigPoly K (fun j => if j = m i then 1 else 0) x)
        = fun x => ∏ i, wave (m i) x := by
      funext x
      refine Finset.prod_congr rfl fun i _ => ?_
      have hi : m i ∈ Finset.Icc (-(K : ℤ)) K := Finset.mem_Icc.mpr (abs_le.mp (hm i))
      unfold trigPoly
      rw [Finset.sum_eq_single_of_mem (m i) hi (fun j _ hj => by simp [hj])]
      simp
    have h1 := h (fun i j => if j = m i then 1 else 0) k hk
    rw [hw, hg, he] at h1
    exact one_ne_zero h1
  · intro h c k hk
    simp only [prod_trigPoly]
    refine superposition_exact _ _ _ (M := p * K) (fun m hm => ?_) h hk
    calc |∑ i, m i| ≤ ∑ i, |m i| := Finset.abs_sum_le_sum_abs _ _
      _ ≤ ∑ _i : Fin p, (K : ℤ) := Finset.sum_le_sum fun i _ =>
          abs_le.mpr (Finset.mem_Icc.mp (Fintype.mem_piFinset.mp hm i))
      _ = ((p * K : ℕ) : ℤ) := by simp
```

Setting $L=K$ gives the criterion for keeping the original band.

```lean
/-- For `N ≥ 1`, the grid reproduces the coefficients with `|k| ≤ K` of every product of `p`
trigonometric polynomials with frequencies in `[-K, K]` if and only if `N > (p + 1) K`. -/
theorem product_exact_iff (p K : ℕ) {N : ℕ} (hN : 0 < N) :
    (∀ (c : Fin p → ℤ → ℂ) (k : ℤ), |k| ≤ (K : ℤ) →
      gridCoeff N (fun x => ∏ i, trigPoly K (c i) x) k
        = exactCoeff (fun x => ∏ i, trigPoly K (c i) x) k) ↔ (p + 1) * K < N := by
  rw [band_exact_iff p K K hN, add_mul, one_mul]

end

end ProductAliasing
```

The equivalence speaks of all products with independently chosen factors. A particular product may be exact on a smaller grid, and for $|\psi|^2\psi$, whose factors are tied together, the theorem supplies the sufficient condition only. The setting is one-dimensional, and rounding is ignored.

The cutoff itself is a separate source of error in a real calculation. Orbitals and potentials generally have components beyond $K$, and the error made by discarding them remains even when the grid treats the truncated factors exactly.

```lean
#print axioms ProductAliasing.band_exact_iff
#print axioms ProductAliasing.product_exact_iff
```

```
'ProductAliasing.band_exact_iff' depends on axioms: [propext, Classical.choice, Quot.sound]
'ProductAliasing.product_exact_iff' depends on axioms: [propext, Classical.choice, Quot.sound]
```
